# A quartic double well has exactly one positive centred self-consistent force constant, even where a displaced Gaussian lies lower in energy

Self-consistent phonon theory replaces an anharmonic potential by a harmonic one whose force constant is an average of the true curvature. A particle of unit mass, with $\hbar=1$, moves along one coordinate $x$ in a potential $V$. An auxiliary harmonic oscillator with force constant $k>0$ and frequency $\sqrt k$ is centred at $x=0$, and $k$ must equal the average of $V''$ over that oscillator's ground state. The averages are defined as integrals over the real line, and an algebraic equation for $k$ is proved from them.

```lean
import Mathlib

open MeasureTheory Real

namespace CentredSelfConsistentPhonon

noncomputable section
```

## The potential and the Gaussian average

The potential is
$$V(x)=-\frac a2x^2+\frac b4x^4 .$$
For $a,b>0$ it has a local maximum at $x=0$ and minima at $x=\pm\sqrt{a/b}$. The definition accepts all real $a$ and $b$; the theorems add the signs they need.

```lean
/-- The quartic potential `V(x) = -a x²/2 + b x⁴/4`. -/
def doubleWell (a b x : ℝ) : ℝ := -a / 2 * x ^ 2 + b / 4 * x ^ 4
```

An oscillator of frequency $w>0$ has the ground-state wavefunction $e^{-wu^2/2}$ up to normalisation, where $u$ is the displacement from its centre. Its density is the square of this, so
$$\langle f\rangle_w=\frac{\int f(u)\,e^{-wu^2}\,du}{\int e^{-wu^2}\,du}.$$
An easily made error is to use the wavefunction itself as the weight. That gives $\langle u^2\rangle_w=1/w$ instead of $1/(2w)$ and doubles the anharmonic term in the force-constant equation. It also gives $\langle u^4\rangle_w=3/w^2$ instead of $3/(4w^2)$, which quadruples the quartic contribution to the energy of a centred Gaussian.

```lean
/-- The average of `f(u)` over the ground-state density of a harmonic oscillator of
frequency `w > 0` (unit mass, ħ = 1), which is proportional to `exp(-w u²)`. -/
def gaussAvg (w : ℝ) (f : ℝ → ℝ) : ℝ :=
  (∫ u : ℝ, f u * exp (-w * u ^ 2)) / ∫ u : ℝ, exp (-w * u ^ 2)
```

The self-consistency condition is $k=\langle V''\rangle_{\sqrt k}$. In Lean, `deriv (deriv (doubleWell a b))` is the actual second derivative, and `√k` is the frequency.

The theorems require `0 < k` separately. At $k=0$ there is no normalisable Gaussian, but Lean's conventions for divergent integrals and division by zero would make the condition read $0=0$.

```lean
/-- The centred self-consistent harmonic equation, for `k > 0`: the force constant `k` is the
curvature of the potential averaged over the oscillator of frequency `√k` centred at zero. -/
def SelfConsistent (a b k : ℝ) : Prop :=
  k = gaussAvg (√k) (deriv (deriv (doubleWell a b)))
```

To compare centred and displaced states we need an energy. For the wavefunction $e^{-wu^2/2}$ centred at $R$, the kinetic energy is half the average of the squared logarithmic derivative, $\langle (wu)^2/2\rangle_w$. The trial energy is therefore
$$E(R,w)=\Big\langle \tfrac12(wu)^2+V(R+u)\Big\rangle_w .$$

```lean
/-- The energy of the Gaussian wavefunction `exp(-w u²/2)`, `w > 0`, displaced to the centre `R`:
the kinetic part is the average of `(w u)²/2`, the potential part that of `V(R + u)`. -/
def trialEnergy (a b R w : ℝ) : ℝ :=
  gaussAvg w (fun u => (w * u) ^ 2 / 2 + doubleWell a b (R + u))
```

## Gaussian moments by integration by parts

Every $u^ne^{-wu^2}$ is integrable for $w>0$, which Mathlib supplies for real exponents.

```lean
/-- Every power of the displacement is integrable against a Gaussian with `w > 0`. -/
theorem integrable_moment {w : ℝ} (hw : 0 < w) (n : ℕ) :
    Integrable (fun u : ℝ => u ^ n * exp (-w * u ^ 2)) := by
  have hn : (0 : ℝ) ≤ n := n.cast_nonneg
  have h := integrable_rpow_mul_exp_neg_mul_sq hw (s := (n : ℝ)) (by linarith)
  simpa only [Real.rpow_natCast] using h
```

Differentiation gives
$$\frac{d}{du}\left(u^{n+1}e^{-wu^2}\right)=(n+1)u^ne^{-wu^2}-2w\,u^{n+2}e^{-wu^2}.$$
The integral of the left side over the line vanishes, so
$$\int u^{n+2}e^{-wu^2}du=\frac{n+1}{2w}\int u^ne^{-wu^2}du .$$
In the code, `hd` is the derivative, `h0` the vanishing integral, and `linear_combination` rearranges it.

```lean
/-- Recursion for Gaussian moments with `w > 0`: raising the power of the displacement
from `n` to `n + 2` multiplies the integral by `(n + 1)/(2w)`. -/
theorem moment_add_two {w : ℝ} (hw : 0 < w) (n : ℕ) :
    ∫ u : ℝ, u ^ (n + 2) * exp (-w * u ^ 2) =
      ((n : ℝ) + 1) / (2 * w) * ∫ u : ℝ, u ^ n * exp (-w * u ^ 2) := by
  have hd : ∀ u : ℝ, HasDerivAt (fun u : ℝ => u ^ (n + 1) * exp (-w * u ^ 2))
      (((n : ℝ) + 1) * (u ^ n * exp (-w * u ^ 2))
        - 2 * w * (u ^ (n + 2) * exp (-w * u ^ 2))) u := by
    intro u
    have hg : HasDerivAt (fun u : ℝ => exp (-w * u ^ 2))
        (exp (-w * u ^ 2) * (-w * (2 * u))) u :=
      ((hasDerivAt_pow 2 u).const_mul (-w)).exp.congr_deriv (by
        simp only [Nat.cast_ofNat, Nat.reduceSub, pow_one])
    exact ((hasDerivAt_pow (n + 1) u).fun_mul hg).congr_deriv (by
      rw [Nat.add_sub_cancel]; push_cast; ring)
  have i1 := (integrable_moment hw n).const_mul ((n : ℝ) + 1)
  have i2 := (integrable_moment hw (n + 2)).const_mul (2 * w)
  -- the integral of a total derivative vanishes
  have h0 := integral_eq_zero_of_hasDerivAt_of_integrable hd (i1.sub i2)
    (integrable_moment hw (n + 1))
  rw [integral_sub i1 i2, integral_const_mul, integral_const_mul] at h0
  rw [div_mul_eq_mul_div, eq_div_iff (by positivity)]
  linear_combination -h0
```

The recursion gives $\langle u^2\rangle_w=1/(2w)$ and $\langle u^4\rangle_w=3/(4w^2)$. The first moment vanishes under $u\to-u$, and the recursion then removes the third. Hence
$$\langle c_0+c_1u+c_2u^2+c_3u^3+c_4u^4\rangle_w=c_0+\frac{c_2}{2w}+\frac{3c_4}{4w^2}.$$
The proof establishes these moments as `m0` to `m4`, splits the integral term by term and divides by the positive normalisation.

```lean
/-- The average of a quartic polynomial over the ground state of frequency `w > 0`. -/
theorem gaussAvg_quartic {w : ℝ} (hw : 0 < w) (c0 c1 c2 c3 c4 : ℝ) :
    gaussAvg w (fun u => c0 + c1 * u + c2 * u ^ 2 + c3 * u ^ 3 + c4 * u ^ 4) =
      c0 + c2 / (2 * w) + 3 * c4 / (4 * w ^ 2) := by
  have hZ : 0 < ∫ u : ℝ, exp (-w * u ^ 2) := by
    rw [integral_gaussian]; positivity
  have m0 : ∫ u : ℝ, u ^ 0 * exp (-w * u ^ 2) = ∫ u : ℝ, exp (-w * u ^ 2) := by
    simp only [pow_zero, one_mul]
  -- odd moments vanish by reflection
  have m1 : ∫ u : ℝ, u ^ 1 * exp (-w * u ^ 2) = 0 := by
    have h : ∫ u : ℝ, u ^ 1 * exp (-w * u ^ 2) = -∫ u : ℝ, u ^ 1 * exp (-w * u ^ 2) :=
      calc _ = ∫ u : ℝ, (-u) ^ 1 * exp (-w * (-u) ^ 2) :=
            (integral_neg_eq_self (fun u : ℝ => u ^ 1 * exp (-w * u ^ 2)) volume).symm
        _ = ∫ u : ℝ, -(u ^ 1 * exp (-w * u ^ 2)) := by
            simp only [neg_sq, pow_one, neg_mul]
        _ = _ := integral_neg _
    linarith
  have m2 : ∫ u : ℝ, u ^ 2 * exp (-w * u ^ 2) =
      1 / (2 * w) * ∫ u : ℝ, exp (-w * u ^ 2) := by
    refine (moment_add_two hw 0).trans ?_
    rw [m0, Nat.cast_zero, zero_add]
  have m3 : ∫ u : ℝ, u ^ 3 * exp (-w * u ^ 2) = 0 := by
    refine (moment_add_two hw 1).trans ?_
    rw [m1, mul_zero]
  have m4 : ∫ u : ℝ, u ^ 4 * exp (-w * u ^ 2) =
      3 / (4 * w ^ 2) * ∫ u : ℝ, exp (-w * u ^ 2) := by
    refine (moment_add_two hw 2).trans ?_
    rw [m2]; push_cast; ring
  have i (n : ℕ) (c : ℝ) : Integrable (fun u : ℝ => c * (u ^ n * exp (-w * u ^ 2))) :=
    (integrable_moment hw n).const_mul c
  have e : (fun u : ℝ => (c0 + c1 * u + c2 * u ^ 2 + c3 * u ^ 3 + c4 * u ^ 4)
      * exp (-w * u ^ 2)) = fun u : ℝ => c0 * (u ^ 0 * exp (-w * u ^ 2))
      + (c1 * (u ^ 1 * exp (-w * u ^ 2)) + (c2 * (u ^ 2 * exp (-w * u ^ 2))
      + (c3 * (u ^ 3 * exp (-w * u ^ 2)) + c4 * (u ^ 4 * exp (-w * u ^ 2))))) := by
    funext u; ring
  have j3 := (i 3 c3).fun_add (i 4 c4)
  have j2 := (i 2 c2).fun_add j3
  have j1 := (i 1 c1).fun_add j2
  rw [gaussAvg, e, integral_add (i 0 c0) j1, integral_add (i 1 c1) j2,
    integral_add (i 2 c2) j3, integral_add (i 3 c3) (i 4 c4)]
  simp only [integral_const_mul]
  rw [m0, m1, m2, m3, m4, div_eq_iff hZ.ne']
  ring
```

## The equation for the force constant

Two derivatives give $V'(x)=-ax+bx^3$ and $V''(x)=-a+3bx^2$. Averaging at $w=\sqrt k$ turns self-consistency into
$$k=-a+\frac{3b}{2\sqrt k}.$$
The steps `h1` and `h2` are the two derivatives, and the quartic average does the rest.

```lean
/-- For `k > 0` the self-consistency condition is the equation `k = -a + 3b/(2√k)`. -/
theorem selfConsistent_iff {a b k : ℝ} (hk : 0 < k) :
    SelfConsistent a b k ↔ k = -a + 3 * b / (2 * √k) := by
  have h1 : deriv (doubleWell a b) = fun x => -a * x + b * x ^ 3 := funext fun x =>
    ((((hasDerivAt_pow 2 x).const_mul (-a / 2)).fun_add
      ((hasDerivAt_pow 4 x).const_mul (b / 4))).congr_deriv (by
        simp only [Nat.cast_ofNat, Nat.reduceSub, pow_one]; ring)).deriv
  have h2 : deriv (fun x : ℝ => -a * x + b * x ^ 3) =
      fun x => -a + 0 * x + 3 * b * x ^ 2 + 0 * x ^ 3 + 0 * x ^ 4 := funext fun x =>
    ((((hasDerivAt_id' x).const_mul (-a)).fun_add
      ((hasDerivAt_pow 3 x).const_mul b)).congr_deriv (by
        simp only [Nat.cast_ofNat, Nat.reduceSub]; ring)).deriv
  rw [SelfConsistent, h1, h2, gaussAvg_quartic (sqrt_pos.2 hk), mul_zero, zero_div, add_zero]
```

## At fixed $b$, a larger $a$ lowers the force constant

Fix $b>0$, let $a_1<a_2$, and let $k_1,k_2>0$ be corresponding solutions. If $k_1\le k_2$, then $3b/(2\sqrt{k_2})\le 3b/(2\sqrt{k_1})$, and so
$$k_2=-a_2+\frac{3b}{2\sqrt{k_2}}<-a_1+\frac{3b}{2\sqrt{k_1}}=k_1,$$
a contradiction. Thus $k_2<k_1$. The comparison of the fractions is done by `gcongr`, and `linarith` closes the contradiction.

```lean
/-- For `b > 0`, positive self-consistent force constants strictly decrease as `a` grows. -/
theorem force_constant_strictAnti {a₁ a₂ b k₁ k₂ : ℝ} (hb : 0 < b) (ha : a₁ < a₂)
    (hk₁ : 0 < k₁) (hk₂ : 0 < k₂) (h₁ : SelfConsistent a₁ b k₁)
    (h₂ : SelfConsistent a₂ b k₂) : k₂ < k₁ := by
  rw [selfConsistent_iff hk₁] at h₁
  rw [selfConsistent_iff hk₂] at h₂
  by_contra hn
  have hle : k₁ ≤ k₂ := not_lt.1 hn
  have hs := sqrt_pos.2 hk₁
  have hd : 3 * b / (2 * √k₂) ≤ 3 * b / (2 * √k₁) := by gcongr
  linarith
```

## Exactly one positive solution

With $k=w^2$ and $w>0$, the equation becomes
$$w^3+aw=\frac{3b}{2}.$$
The left side is $0$ at $w=0$. Put $W=1+|a|+3b/2$. Since $W\ge1$, we have $W^2+a\ge W+a\ge1$, so $W^3+aW\ge W\ge 3b/2$. The intermediate value theorem gives a root in $[0,W]$. It is not zero because $3b/2>0$, and dividing by $w$ recovers the equation for $k=w^2$.

For uniqueness, let $x\le y$ be two positive solutions. The right side of the equation does not increase from $x$ to $y$, so $y\le x$ and the two are equal. This is `key` in the code.

The statement `∃! k : ℝ, 0 < k ∧ SelfConsistent a b k` holds for every real $a$ and every $b>0$. Positivity of $k$ is part of the question, since the trial oscillator must be normalisable; the content is that a solution of this kind always exists, however large $a$ is.

```lean
/-- For `b > 0` and any real `a`, the centred self-consistent harmonic equation has exactly one
positive solution. -/
theorem existsUnique_force_constant (a : ℝ) {b : ℝ} (hb : 0 < b) :
    ∃! k : ℝ, 0 < k ∧ SelfConsistent a b k := by
  -- existence: solve w³ + a w = 3b/2 for the frequency
  have hW : (0 : ℝ) ≤ 1 + |a| + 3 * b / 2 := by positivity
  have hc : ContinuousOn (fun w : ℝ => w ^ 3 + a * w) (Set.Icc 0 (1 + |a| + 3 * b / 2)) := by
    fun_prop
  have hmem : 3 * b / 2 ∈ Set.Icc ((0 : ℝ) ^ 3 + a * 0)
      ((1 + |a| + 3 * b / 2) ^ 3 + a * (1 + |a| + 3 * b / 2)) := by
    have h1 := neg_abs_le a
    have h2 := abs_nonneg a
    generalize hWd : 1 + |a| + 3 * b / 2 = W at hW ⊢
    have h3 : 1 ≤ W ^ 2 + a := by nlinarith
    constructor
    · norm_num; linarith
    · nlinarith [mul_nonneg hW (sub_nonneg.2 h3)]
  obtain ⟨w, hw, hwe⟩ := intermediate_value_Icc hW hc hmem
  have hwe' : w ^ 3 + a * w = 3 * b / 2 := hwe
  have hw0 : 0 < w := by
    refine lt_of_le_of_ne hw.1 fun h => ?_
    rw [← h] at hwe'
    norm_num at hwe'
    linarith
  have hk : 0 < w ^ 2 := by positivity
  have hsol : SelfConsistent a b (w ^ 2) := by
    rw [selfConsistent_iff hk, sqrt_sq hw0.le]
    have hq : 3 * b / (2 * w) = w ^ 2 + a := by
      rw [div_eq_iff (by positivity)]
      linear_combination -2 * hwe'
    rw [hq]; ring
  -- uniqueness: the right-hand side decreases with k
  have key : ∀ x y : ℝ, 0 < x → 0 < y → SelfConsistent a b x → SelfConsistent a b y →
      x ≤ y → y ≤ x := by
    intro x y hx hy h₁ h₂ hle
    rw [selfConsistent_iff hx] at h₁
    rw [selfConsistent_iff hy] at h₂
    have hs := sqrt_pos.2 hx
    have hd : 3 * b / (2 * √y) ≤ 3 * b / (2 * √x) := by gcongr
    linarith
  refine ⟨w ^ 2, ⟨hk, hsol⟩, fun y hy => ?_⟩
  rcases le_total y (w ^ 2) with h | h
  · exact le_antisymm h (key _ _ hy.1 hk hy.2 hsol h)
  · exact le_antisymm (key _ _ hk hy.1 hsol hy.2 h) h
```

## Comparing centred and displaced energies

Expanding $V(R+u)$ and averaging gives
$$E(R,w)=\frac w4+V(R)+\frac{3bR^2-a}{4w}+\frac{3b}{16w^2}.$$

```lean
/-- The energy of a Gaussian of frequency `w > 0` centred at `R`, in closed form. -/
theorem trialEnergy_eq (a b R : ℝ) {w : ℝ} (hw : 0 < w) :
    trialEnergy a b R w = w / 4 + doubleWell a b R + (3 * b * R ^ 2 - a) / (4 * w)
      + 3 * b / (16 * w ^ 2) := by
  have e : (fun u => (w * u) ^ 2 / 2 + doubleWell a b (R + u)) = fun u =>
      doubleWell a b R + (-a * R + b * R ^ 3) * u + (w ^ 2 / 2 - a / 2 + 3 * b * R ^ 2 / 2) * u ^ 2
        + b * R * u ^ 3 + b / 4 * u ^ 4 := by
    funext u; simp only [doubleWell]; ring
  rw [trialEnergy, e, gaussAvg_quartic hw]
  field_simp
  ring
```

At $R=0$, completing the square yields
$$E(0,w)=-\frac{a^2}{12b}+\frac w4+\frac{3b}{4}\left(\frac1{2w}-\frac a{3b}\right)^2>-\frac{a^2}{12b}.$$
At a minimum of the well, with the simple choice $w=\sqrt a$,
$$E\big(\sqrt{a/b},\sqrt a\big)=-\frac{a^2}{4b}+\frac{3\sqrt a}{4}+\frac{3b}{16a}.$$
Write $s=\sqrt a$. This energy is at most $-a^2/(12b)$ exactly when $8s^6-36bs^3-9b^2\ge0$. The hypothesis $a^3\ge25b^2$ means $s^3\ge5b$, and then
$$8s^6-36bs^3-9b^2=(s^3-5b)(8s^3+4b)+11b^2>0 .$$
Physically, the hypothesis asks for a well deep enough to outweigh the zero-point cost of localising in it. It is sufficient, not a sharp threshold, as neither the displaced width nor the centre is optimised. The identities `low` and `up` are the two energies, and `hnum` is the last inequality in its weak form ($\ge0$), which is enough because the bound on the centred energy is strict.

```lean
/-- If `b > 0` and `a³ ≥ 25 b²`, the Gaussian of frequency `√a` centred at `√(a/b)` has lower
energy than every Gaussian of frequency `w > 0` centred at zero. -/
theorem displaced_energy_lt {a b w : ℝ} (hb : 0 < b) (h : 25 * b ^ 2 ≤ a ^ 3) (hw : 0 < w) :
    trialEnergy a b (√(a / b)) (√a) < trialEnergy a b 0 w := by
  have ha : 0 < a := by
    by_contra hn
    have hb2 : 0 < b ^ 2 := by positivity
    nlinarith [mul_nonneg (neg_nonneg.2 (not_lt.1 hn)) (sq_nonneg a)]
  obtain ⟨s, hs, rfl⟩ : ∃ s : ℝ, 0 < s ∧ a = s ^ 2 :=
    ⟨√a, sqrt_pos.2 ha, (sq_sqrt ha.le).symm⟩
  have h5 : 5 * b ≤ s ^ 3 := by
    by_contra hn
    have hp : 0 < 5 * b + s ^ 3 := by positivity
    nlinarith [mul_pos (sub_pos.2 (not_le.1 hn)) hp]
  have hR : √(s ^ 2 / b) ^ 2 = s ^ 2 / b := sq_sqrt (by positivity)
  have hR4 : √(s ^ 2 / b) ^ 4 = (s ^ 2 / b) ^ 2 :=
    calc √(s ^ 2 / b) ^ 4 = (√(s ^ 2 / b) ^ 2) ^ 2 := by ring
      _ = (s ^ 2 / b) ^ 2 := by rw [hR]
  -- completing the square bounds all centred energies from below
  have low : trialEnergy (s ^ 2) b 0 w = -(s ^ 4 / (12 * b)) + (w / 4
      + 3 * b / 4 * (1 / (2 * w) - s ^ 2 / (3 * b)) ^ 2) := by
    rw [trialEnergy_eq _ _ _ hw, doubleWell]
    field_simp
    ring
  have up : trialEnergy (s ^ 2) b (√(s ^ 2 / b)) (√(s ^ 2)) = -(s ^ 4 / (12 * b))
      - (8 * s ^ 6 - 36 * b * s ^ 3 - 9 * b ^ 2) / (48 * b * s ^ 2) := by
    rw [sqrt_sq hs.le, trialEnergy_eq _ _ _ hs, doubleWell, hR, hR4]
    field_simp
    ring
  have hnum : 0 ≤ 8 * s ^ 6 - 36 * b * s ^ 3 - 9 * b ^ 2 := by
    have hp : 0 ≤ 8 * s ^ 3 + 4 * b := by positivity
    nlinarith [mul_nonneg (sub_nonneg.2 h5) hp, sq_nonneg b]
  have hq : 0 ≤ (8 * s ^ 6 - 36 * b * s ^ 3 - 9 * b ^ 2) / (48 * b * s ^ 2) :=
    div_nonneg hnum (by positivity)
  have hpos : 0 < w / 4 + 3 * b / 4 * (1 / (2 * w) - s ^ 2 / (3 * b)) ^ 2 := by positivity
  rw [low, up]
  linarith
```

Taking $w=\sqrt k$ at the self-consistent solution combines the results. The theorem gives a positive $k$, which by uniqueness is the only one, together with a displaced Gaussian of lower energy.

```lean
/-- If `b > 0` and `a³ ≥ 25 b²`, there is a positive centred self-consistent force constant `k`,
although a displaced Gaussian has lower energy than the centred one of frequency `√k`. -/
theorem real_frequency_despite_instability {a b : ℝ} (hb : 0 < b) (h : 25 * b ^ 2 ≤ a ^ 3) :
    ∃ k : ℝ, 0 < k ∧ SelfConsistent a b k ∧
      trialEnergy a b (√(a / b)) (√a) < trialEnergy a b 0 (√k) := by
  obtain ⟨k, ⟨hk, hsc⟩, -⟩ := existsUnique_force_constant a hb
  exact ⟨k, hk, hsc, displaced_energy_lt hb h (sqrt_pos.2 hk)⟩

end

end CentredSelfConsistentPhonon
```

```lean
#print axioms CentredSelfConsistentPhonon.force_constant_strictAnti
#print axioms CentredSelfConsistentPhonon.real_frequency_despite_instability
```

```
'CentredSelfConsistentPhonon.force_constant_strictAnti' depends on axioms: [propext, Classical.choice, Quot.sound]
'CentredSelfConsistentPhonon.real_frequency_despite_instability' depends on axioms: [propext, Classical.choice, Quot.sound]
```

## What a real auxiliary frequency tells us

Take $a=23/4$ and $b=2$, so that $a^3\approx190\ge100=25b^2$. The solution is $k=1/4$, with frequency $1/2$, because $-23/4+6/(2\cdot\frac12)=1/4$. The centred energy is $0.125-2.875+1.5=-1.25$. The displaced one is about $-4.133+1.798+0.065\approx-2.27$.

"Instability" here means this energy ordering among Gaussians. It is not a loss of local stability: at fixed $w$ the curvature of $E$ in $R$ at $R=0$ is $-a+3b/(2w)$, which at self-consistency equals $k>0$, an observation added here to the checked energy comparison. Nor does it describe the exact ground state, which is symmetric in this one-dimensional potential.

For self-consistent phonon calculations, this single-coordinate, zero-temperature model shows that a real auxiliary frequency at a symmetric position is no evidence that the position has the lowest trial energy. Coupled modes and thermal averages would need a separate treatment.
